# The carbon graph of the $n$-ring helicene has $\mathrm{Fib}(n+2)$ Kekulé structures

## Do the Fibonacci numbers survive as a helicene winds up?

In hexahelicene, six benzene rings are fused at an angle, and the molecule twists into a screw whose ends lie over each other. I have drawn the Kekulé structures of the smaller members: 2 for benzene, 3 for naphthalene, 5 for phenanthrene, 8 for the four-ring helicene. These look like Fibonacci numbers, but a double bond placed in one ring restricts the next, and that ring restricts the one after it. Does the pattern really hold for any number of rings, or could it fail further along?

## The inner bonds fix all the others

It holds for every $n$, provided that the overlapping ends are not bonded to each other. The count then depends only on connectivity.

Number the inner-rim atoms $0,\dots,n$ and the outer-rim atoms $0,\dots,3n$. A rung joins inner atom $i$ to outer atom $3i$. Ring $i$, with $0\le i<n$, has one inner bond, from $i$ to $i+1$, and three outer bonds. Let $x_i$ be 1 if the inner bond is double and 0 if it is single. Let $a_i,b_i,c_i$ do the same for the outer bonds in order, and $r_i$ for rung $i$. Bonds beyond the ends count as 0.

Each atom has exactly one double bond, so

$$x_{i-1}+x_i+r_i=1,\qquad c_{i-1}+a_i+r_i=1,$$
$$a_i+b_i=1,\qquad b_i+c_i=1.$$

The second line gives $a_i=c_i=1-b_i$. Subtracting the two equations in the first line gives $x_{i-1}+x_i=c_{i-1}+a_i$. At the first ring this says $a_0=x_0$, hence $c_0=x_0$. If $c_{i-1}=x_{i-1}$, then $a_i=x_i$ and so $c_i=x_i$. By induction, for every ring,

$$a_i=c_i=x_i,\qquad b_i=1-x_i,$$

and for every rung $r_i=1-x_{i-1}-x_i$.

Since $r_i\ge0$, no two consecutive $x_i$ are 1. Conversely, any such string gives values 0 or 1 that satisfy all the equations. Kekulé structures are therefore binary strings of length $n$ without adjacent 1s.

Let $K_n$ be their number. A string of length $n+2$ ends either in 0, after any allowed string of length $n+1$, or in 01, after any allowed string of length $n$. Thus $K_{n+2}=K_{n+1}+K_n$, with $K_0=1$ and $K_1=2$, so $K_n=\mathrm{Fib}(n+2)$.

## From strings to bond orders

For phenanthrene, $n=3$, the strings are 000, 100, 010, 001 and 101. The middle ring's middle outer bond is double whenever the middle digit is 0, which happens in four of the five. Its Pauling π-bond order, the fraction of Kekulé structures in which the bond is double when all are weighted equally, is therefore $4/5$.

In a valence-bond treatment restricted to Kekulé structures, $\mathrm{Fib}(n+2)$ is the number of structures to include; it says nothing about their weights or energies.

## The molecule as a graph in Lean

`Atom n` is the disjoint union of the two rims, and `helicene n` is the graph with the bonds above. A Kekulé structure is a subgraph `M` satisfying `IsPerfectMatching`: it contains every atom, each with exactly one partner. `card_kekule_structures` says that there are `Nat.fib (n + 2)` of them, where `Nat.fib 1 = Nat.fib 2 = 1`. Atoms are labelled, so structures related by symmetry count separately. The case $n=0$ is a single rung with one matching.

Hydrogens, geometry and energies are absent. Applying the theorem to a real helicene requires identifying its carbon skeleton with this graph.

```lean
import Mathlib

open Finset

namespace HeliceneKekule

/-- Carbon atoms: `n + 1` on the inner rim and `3 n + 1` on the outer rim. -/
abbrev Atom (n : ℕ) := Fin (n + 1) ⊕ Fin (3 * n + 1)

/-- Bonds, each listed in one direction: steps along either rim, and rungs from `i` to `3 i`. -/
def Bond (n : ℕ) : Atom n → Atom n → Prop
  | .inl i, .inl j => j.val = i.val + 1
  | .inr a, .inr b => b.val = a.val + 1
  | .inl i, .inr a => a.val = 3 * i.val
  | .inr _, .inl _ => False

/-- The abstract carbon graph of the `n`-ring helicene: a chain of hexagons, each with one bond on
the inner rim and three on the outer rim. -/
def helicene (n : ℕ) : SimpleGraph (Atom n) := SimpleGraph.fromRel (Bond n)

/-- The double bonds prescribed by a set `s` of rings: three alternating bonds in each ring of `s`,
the middle outer bond in each ring outside `s`, and rungs at the inner atoms left over. -/
def Doubled (n : ℕ) (s : Finset ℕ) : Atom n → Atom n → Prop
  | .inl i, .inl j => j.val = i.val + 1 ∧ i.val ∈ s
  | .inr a, .inr b => b.val = a.val + 1 ∧
      ∃ k, (k ∈ s ∧ (a.val = 3 * k ∨ a.val = 3 * k + 2)) ∨ (k ∉ s ∧ a.val = 3 * k + 1)
  | .inl i, .inr a => a.val = 3 * i.val ∧ i.val ∉ s ∧ ∀ j ∈ s, j + 1 ≠ i.val
  | .inr _, .inl _ => False

/-- Every prescribed double bond is a bond of the molecule. -/
theorem Doubled.bond {n : ℕ} {s : Finset ℕ} {u v : Atom n} (h : Doubled n s u v) :
    Bond n u v := by
  rcases u with i | a <;> rcases v with j | b
  · exact h.1
  · exact h.1
  · exact h
  · exact h.1

/-- The subgraph of double bonds prescribed by a set of rings. -/
def kekule (n : ℕ) (s : Finset ℕ) : (helicene n).Subgraph :=
  SimpleGraph.toSubgraph (SimpleGraph.fromRel (Doubled n s)) (fun u v h =>
    (SimpleGraph.fromRel_adj (Bond n) u v).2
      (((SimpleGraph.fromRel_adj _ u v).1 h).imp id (Or.imp Doubled.bond Doubled.bond)))

/-- Two atoms are joined in `kekule n s` exactly when a double bond is prescribed there. -/
theorem kekule_adj {n : ℕ} {s : Finset ℕ} {u v : Atom n} :
    (kekule n s).Adj u v ↔ Doubled n s u v ∨ Doubled n s v u := by
  change (SimpleGraph.fromRel (Doubled n s)).Adj u v ↔ _
  rw [SimpleGraph.fromRel_adj]
  refine ⟨And.right, fun h => ⟨?_, h⟩⟩
  rintro rfl
  rcases u with i | a <;> simp [Doubled] at h

/-- If `s` consists of rings of the molecule, no two of them consecutive, the prescribed
double bonds form a Kekulé structure. -/
theorem kekule_perfect {n : ℕ} {s : Finset ℕ} (hs : ∀ i ∈ s, i < n ∧ i + 1 ∉ s) :
    (kekule n s).IsPerfectMatching := by
  have uniq : ∀ u v w : Atom n, (Doubled n s u v ∨ Doubled n s v u) →
      (Doubled n s u w ∨ Doubled n s w u) → v = w := by
    rintro (⟨i, hi⟩ | ⟨i, hi⟩) (⟨j, hj⟩ | ⟨j, hj⟩) (⟨k, hk⟩ | ⟨k, hk⟩) h1 h2 <;>
      simp only [Doubled, Sum.inl.injEq, Sum.inr.injEq, Fin.mk.injEq, reduceCtorEq] at h1 h2 ⊢ <;>
      grind
  rw [SimpleGraph.Subgraph.isPerfectMatching_iff]
  intro u
  suffices h : ∃ w, Doubled n s u w ∨ Doubled n s w u by
    obtain ⟨w, hw⟩ := h
    exact ⟨w, kekule_adj.2 hw, fun v hv => uniq u v w (kekule_adj.1 hv) hw⟩
  -- name the partner of each atom
  rcases u with ⟨i, hi⟩ | ⟨a, ha⟩
  · by_cases h : i ∈ s
    · exact ⟨.inl ⟨i + 1, by have := (hs i h).1; omega⟩, .inl ⟨rfl, h⟩⟩
    by_cases h2 : ∃ j ∈ s, j + 1 = i
    · obtain ⟨j, hj, rfl⟩ := h2
      exact ⟨.inl ⟨j, by omega⟩, .inr ⟨rfl, hj⟩⟩
    · exact ⟨.inr ⟨3 * i, by omega⟩, .inl ⟨rfl, h, fun j hj e => h2 ⟨j, hj, e⟩⟩⟩
  · obtain ⟨k, rfl | rfl | rfl⟩ : ∃ k, a = 3 * k ∨ a = 3 * k + 1 ∨ a = 3 * k + 2 :=
      ⟨a / 3, by omega⟩ <;> by_cases h : k ∈ s
    · exact ⟨.inr ⟨3 * k + 1, by have := (hs k h).1; omega⟩,
        .inl ⟨rfl, k, .inl ⟨h, .inl rfl⟩⟩⟩
    · by_cases h2 : ∃ j ∈ s, j + 1 = k
      · obtain ⟨j, hj, rfl⟩ := h2
        exact ⟨.inr ⟨3 * j + 2, by omega⟩, .inr ⟨rfl, j, .inl ⟨hj, .inr rfl⟩⟩⟩
      · exact ⟨.inl ⟨k, by omega⟩, .inr ⟨rfl, h, fun j hj e => h2 ⟨j, hj, e⟩⟩⟩
    · exact ⟨.inr ⟨3 * k, by omega⟩, .inr ⟨rfl, k, .inl ⟨h, .inl rfl⟩⟩⟩
    · exact ⟨.inr ⟨3 * k + 2, by omega⟩, .inl ⟨rfl, k, .inr ⟨h, rfl⟩⟩⟩
    · exact ⟨.inr ⟨3 * k + 3, by omega⟩, .inl ⟨rfl, k, .inl ⟨h, .inr rfl⟩⟩⟩
    · exact ⟨.inr ⟨3 * k + 1, by omega⟩, .inr ⟨rfl, k, .inr ⟨h, rfl⟩⟩⟩

/-- `M` has a double bond between the atoms with number labels `x` and `y`
(`inl` for the inner rim, `inr` for the outer rim). -/
def Double {n : ℕ} (M : (helicene n).Subgraph) (x y : ℕ ⊕ ℕ) : Prop :=
  ∃ u v, M.Adj u v ∧ Sum.map Fin.val Fin.val u = x ∧ Sum.map Fin.val Fin.val v = y

section Rules

variable {n : ℕ} {M : (helicene n).Subgraph}

private theorem adj_bond {u v : Atom n} (h : M.Adj u v) : Bond n u v ∨ Bond n v u :=
  ((SimpleGraph.fromRel_adj (Bond n) u v).1 (M.adj_sub h)).2

private theorem Double.symm {x y : ℕ ⊕ ℕ} : Double M x y → Double M y x :=
  fun ⟨u, v, h, hu, hv⟩ => ⟨v, u, h.symm, hv, hu⟩

private theorem unique (hM : M.IsPerfectMatching) {x y z : ℕ ⊕ ℕ}
    (h : Double M x y) (h' : Double M x z) : y = z := by
  obtain ⟨u, v, h, rfl, rfl⟩ := h
  obtain ⟨u', v', h', e, rfl⟩ := h'
  obtain rfl := (Sum.map_injective.2 ⟨Fin.val_injective, Fin.val_injective⟩) e
  rw [(SimpleGraph.Subgraph.isPerfectMatching_iff.1 hM _).unique h h']

private theorem inner_atom (hM : M.IsPerfectMatching) {i : ℕ} (hi : i ≤ n) :
    Double M (.inl i) (.inl (i + 1)) ∨ Double M (.inl i) (.inr (3 * i)) ∨
      ∃ j, i = j + 1 ∧ Double M (.inl i) (.inl j) := by
  obtain ⟨w, hw⟩ := (SimpleGraph.Subgraph.isPerfectMatching_iff.1 hM
    (.inl ⟨i, by omega⟩)).exists
  rcases w with v | v <;> rcases adj_bond hw with hb | hb
  · exact .inl ⟨_, _, hw, rfl, congrArg Sum.inl hb⟩
  · exact .inr (.inr ⟨v, hb, _, _, hw, rfl, rfl⟩)
  · exact .inr (.inl ⟨_, _, hw, rfl, congrArg Sum.inr hb⟩)
  · exact False.elim hb

private theorem outer_atom (hM : M.IsPerfectMatching) {a : ℕ} (ha : a ≤ 3 * n) :
    Double M (.inr a) (.inr (a + 1)) ∨ (∃ i, a = 3 * i ∧ Double M (.inr a) (.inl i)) ∨
      ∃ c, a = c + 1 ∧ Double M (.inr a) (.inr c) := by
  obtain ⟨w, hw⟩ := (SimpleGraph.Subgraph.isPerfectMatching_iff.1 hM
    (.inr ⟨a, by omega⟩)).exists
  rcases w with v | v <;> rcases adj_bond hw with hb | hb
  · exact False.elim hb
  · exact .inr (.inl ⟨v, hb, _, _, hw, rfl, rfl⟩)
  · exact .inl ⟨_, _, hw, rfl, congrArg Sum.inr hb⟩
  · exact .inr (.inr ⟨v, hb, _, _, hw, rfl, rfl⟩)

/-- In a Kekulé structure the first and third outer bonds of a ring are double exactly when
its inner bond is, and the middle outer bond is double exactly when the inner bond is not. -/
theorem ring_rule (hM : M.IsPerfectMatching) : ∀ i, i < n →
    (Double M (.inr (3 * i)) (.inr (3 * i + 1)) ↔ Double M (.inl i) (.inl (i + 1))) ∧
    (Double M (.inr (3 * i + 1)) (.inr (3 * i + 2)) ↔ ¬ Double M (.inl i) (.inl (i + 1))) ∧
    (Double M (.inr (3 * i + 2)) (.inr (3 * (i + 1))) ↔ Double M (.inl i) (.inl (i + 1))) := by
  have no : ∀ {x y z : ℕ ⊕ ℕ}, Double M x y → Double M x z → y ≠ z → False :=
    fun h h' hne => hne (unique hM h h')
  intro i
  induction i using Nat.strong_induction_on with
  | _ i ih =>
  intro hi
  -- the two ends of rung `i` see the same situation
  have first : Double M (.inr (3 * i)) (.inr (3 * i + 1)) ↔
      Double M (.inl i) (.inl (i + 1)) := by
    constructor <;> intro x
    · rcases inner_atom hM hi.le with h | h | ⟨j, rfl, h⟩
      · exact h
      · exact (no x h.symm (by simp)).elim
      · exact (no x ((ih j (by omega) (by omega)).2.2.2 h.symm).symm
          (by simp only [ne_eq, Sum.inr.injEq]; omega)).elim
    · rcases outer_atom hM (a := 3 * i) (by omega) with h | ⟨k, hk, h⟩ | ⟨c, hc, h⟩
      · exact h
      · obtain rfl : i = k := by omega
        exact (no x h.symm (by simp)).elim
      · obtain ⟨j, rfl⟩ : ∃ j, i = j + 1 := ⟨i - 1, by omega⟩
        obtain rfl : c = 3 * j + 2 := by omega
        exact (no x ((ih j (by omega) (by omega)).2.2.1 h.symm).symm
          (by simp only [ne_eq, Sum.inl.injEq]; omega)).elim
  -- the two outer atoms between the rungs force alternation
  have e1 : Double M (.inr (3 * i)) (.inr (3 * i + 1)) ∨
      Double M (.inr (3 * i + 1)) (.inr (3 * i + 2)) := by
    rcases outer_atom hM (a := 3 * i + 1) (by omega) with h | ⟨k, hk, _⟩ | ⟨c, hc, h⟩
    · exact .inr h
    · omega
    · obtain rfl : c = 3 * i := by omega
      exact .inl h.symm
  have e2 : Double M (.inr (3 * i + 1)) (.inr (3 * i + 2)) ∨
      Double M (.inr (3 * i + 2)) (.inr (3 * (i + 1))) := by
    rcases outer_atom hM (a := 3 * i + 2) (by omega) with h | ⟨k, hk, _⟩ | ⟨c, hc, h⟩
    · rw [show 3 * i + 2 + 1 = 3 * (i + 1) by ring] at h
      exact .inr h
    · omega
    · obtain rfl : c = 3 * i + 1 := by omega
      exact .inl h.symm
  have n1 := fun a b => no (Double.symm (M := M) (x := .inr (3 * i)) (y := .inr (3 * i + 1)) a)
    (z := .inr (3 * i + 2)) b (by simp)
  have n2 := fun a b => no (Double.symm (M := M) (x := .inr (3 * i + 1))
    (y := .inr (3 * i + 2)) a) (z := .inr (3 * (i + 1))) b
    (by simp only [ne_eq, Sum.inr.injEq]; omega)
  tauto

end Rules

/-- The sets of rings, numbered `0, ..., n - 1`, that contain no two consecutive rings. -/
def ringSets (n : ℕ) : Finset (Finset ℕ) :=
  (range n).powerset.filter (fun s => ∀ i ∈ s, i + 1 ∉ s)

private theorem mem_ringSets {n : ℕ} {s : Finset ℕ} :
    s ∈ ringSets n ↔ ∀ i ∈ s, i < n ∧ i + 1 ∉ s := by
  simp only [ringSets, mem_filter, mem_powerset]
  exact ⟨fun h i hi => ⟨mem_range.1 (h.1 hi), h.2 i hi⟩,
    fun h => ⟨fun i hi => mem_range.2 (h i hi).1, fun i hi => (h i hi).2⟩⟩

/-- There are `Fib (n + 2)` sets of rings without consecutive members. -/
theorem card_ringSets : ∀ n, (ringSets n).card = Nat.fib (n + 2)
  | 0 => by decide
  | 1 => by decide
  | n + 2 => by
    -- either the last ring is absent, or it is present and its neighbour is absent
    have split : ringSets (n + 2) = ringSets (n + 1) ∪ (ringSets n).image (insert (n + 1)) := by
      ext s
      simp only [mem_union, mem_image, mem_ringSets]
      constructor
      · intro h
        by_cases hn : n + 1 ∈ s
        · refine .inr ⟨s.erase (n + 1), fun i hi => ?_, insert_erase hn⟩
          obtain ⟨h1, h2⟩ := mem_erase.1 hi
          have h3 := (h i h2).1
          have h4 : i ≠ n := fun e => (h i h2).2 (e ▸ hn)
          exact ⟨by omega, fun h' => (h i h2).2 (mem_of_mem_erase h')⟩
        · refine .inl fun i hi => ⟨?_, (h i hi).2⟩
          have h3 := (h i hi).1
          have h4 : i ≠ n + 1 := fun e => hn (e ▸ hi)
          omega
      · rintro (h | ⟨t, ht, rfl⟩) i hi
        · exact ⟨(h i hi).1.trans (by omega), (h i hi).2⟩
        · grind
    have disj : Disjoint (ringSets (n + 1)) ((ringSets n).image (insert (n + 1))) := by
      refine disjoint_left.2 fun s h h' => ?_
      obtain ⟨t, _, rfl⟩ := mem_image.1 h'
      exact lt_irrefl _ (mem_ringSets.1 h (n + 1) (mem_insert_self _ _)).1
    have inj : Set.InjOn (insert (n + 1)) (ringSets n : Set (Finset ℕ)) := by
      intro s hs t ht e
      have out : ∀ r ∈ ringSets n, n + 1 ∉ r := fun r hr h => by
        have := (mem_ringSets.1 hr _ h).1
        omega
      have e' := congrArg (fun r => Finset.erase r (n + 1)) e
      simpa only [erase_insert (out s hs), erase_insert (out t ht)] using e'
    rw [split, card_union_of_disjoint disj, card_image_of_injOn inj, card_ringSets (n + 1),
      card_ringSets n, Nat.fib_add_two (n := n + 2)]
    exact add_comm _ _

/-- Sets of rings without consecutive members correspond one to one to Kekulé structures. -/
theorem kekule_bijective (n : ℕ) : Function.Bijective
    (fun s : {s // s ∈ ringSets n} => (⟨kekule n s.1, kekule_perfect (mem_ringSets.1 s.2)⟩ :
      {M : (helicene n).Subgraph // M.IsPerfectMatching})) := by
  classical
  constructor
  · have sub : ∀ s t, s ∈ ringSets n → kekule n s = kekule n t → s ⊆ t := by
      intro s t hs e i hi
      have hin := (mem_ringSets.1 hs i hi).1
      have h : (kekule n s).Adj (.inl ⟨i, by omega⟩) (.inl ⟨i + 1, by omega⟩) :=
        kekule_adj.2 (.inl ⟨rfl, hi⟩)
      rw [e, kekule_adj] at h
      rcases h with h | h
      · exact h.2
      · have h1 : i = i + 1 + 1 := h.1
        omega
    rintro ⟨s, hs⟩ ⟨t, ht⟩ e
    have e' : kekule n s = kekule n t := congrArg Subtype.val e
    exact Subtype.ext (Subset.antisymm (sub s t hs e') (sub t s ht e'.symm))
  · rintro ⟨M, hM⟩
    -- read off the rings whose inner bond is double
    let s := (range n).filter (fun i => Double M (.inl i) (.inl (i + 1)))
    have ms : ∀ i, i ∈ s ↔ i < n ∧ Double M (.inl i) (.inl (i + 1)) := fun i => by simp [s]
    have hs : s ∈ ringSets n := mem_ringSets.2 fun i hi => ⟨((ms i).1 hi).1, fun h' => by
      have := unique hM ((ms i).1 hi).2.symm ((ms _).1 h').2
      simp only [Sum.inl.injEq] at this
      omega⟩
    have imp : ∀ u v, M.Adj u v → Bond n u v → Doubled n s u v := by
      rintro (u | u) (v | v) h hb
      · have hv : v.val = u.val + 1 := hb
        exact ⟨hb, (ms _).2 ⟨by omega, _, _, h, rfl, congrArg Sum.inl hb⟩⟩
      · have d : Double M (.inl u.val) (.inr v.val) := ⟨_, _, h, rfl, rfl⟩
        refine ⟨hb, fun hu => ?_, fun j hj e => ?_⟩
        · cases unique hM d ((ms _).1 hu).2
        · have d' := ((ms j).1 hj).2.symm
          rw [e] at d'
          cases unique hM d d'
      · exact hb
      · have hv : v.val = u.val + 1 := hb
        have d : Double M (.inr u.val) (.inr (u.val + 1)) :=
          ⟨_, _, h, rfl, congrArg Sum.inr hb⟩
        obtain ⟨k, hk⟩ : ∃ k, u.val = 3 * k ∨ u.val = 3 * k + 1 ∨ u.val = 3 * k + 2 :=
          ⟨u.val / 3, by omega⟩
        have hkn : k < n := by omega
        have r := ring_rule hM k hkn
        refine ⟨hb, k, ?_⟩
        rcases hk with hk | hk | hk <;> rw [hk] at d
        · exact .inl ⟨(ms k).2 ⟨hkn, r.1.1 d⟩, .inl hk⟩
        · exact .inr ⟨fun h' => r.2.1.1 d ((ms k).1 h').2, hk⟩
        · rw [show 3 * k + 2 + 1 = 3 * (k + 1) by ring] at d
          exact .inl ⟨(ms k).2 ⟨hkn, r.2.2.1 d⟩, .inr hk⟩
    have le : ∀ u v, M.Adj u v → (kekule n s).Adj u v := fun u v h =>
      kekule_adj.2 ((adj_bond h).imp (imp u v h) (imp v u h.symm))
    have hK := kekule_perfect (mem_ringSets.1 hs)
    refine ⟨⟨s, hs⟩, Subtype.ext ?_⟩
    change kekule n s = M
    -- a perfect matching contained in another one equals it
    refine SimpleGraph.Subgraph.ext (Set.ext fun v => ⟨fun _ => hM.2 v, fun _ => hK.2 v⟩) ?_
    funext u v
    refine propext ⟨fun h => ?_, le u v⟩
    obtain ⟨w, hw⟩ := (SimpleGraph.Subgraph.isPerfectMatching_iff.1 hM u).exists
    rwa [(SimpleGraph.Subgraph.isPerfectMatching_iff.1 hK u).unique h (le u w hw)]

/-- The carbon graph of the `n`-ring helicene has exactly `Fib (n + 2)` Kekulé structures. -/
theorem card_kekule_structures (n : ℕ) :
    Nat.card {M : (helicene n).Subgraph // M.IsPerfectMatching} = Nat.fib (n + 2) := by
  rw [← Nat.card_eq_of_bijective _ (kekule_bijective n), Nat.card_eq_fintype_card,
    Fintype.card_coe, card_ringSets]

end HeliceneKekule
```

```lean
#print axioms HeliceneKekule.card_kekule_structures
-- 'HeliceneKekule.card_kekule_structures' depends on axioms: [propext, Classical.choice, Quot.sound]
```

## How the proof builds and reads structures

Two similar names have opposite roles: `Doubled` prescribes double bonds from a ring set `s`, the positions of the 1s, while `Double` reads them from a given matching.

`Doubled.bond` checks that prescribed bonds exist in the molecule, `kekule` assembles them, and `kekule_adj` describes the result. `kekule_perfect` names a partner for each atom and shows by cases that it is the only one.

In the other direction, `inner_atom` and `outer_atom` list an atom's possible partners, and `unique` forbids two. `ring_rule` is the induction above, with contradictions between competing partners in place of subtraction; `tauto` combines the alternatives at the two outer atoms between rungs.

`card_ringSets` splits on the last ring. `kekule_bijective` matches ring sets with structures, and the final theorem transfers the count.

The central Mathlib device is `isPerfectMatching_iff`, which turns a perfect matching into a unique-existence statement, `∃!`, at every vertex. Its `.exists` part supplies a partner to examine; its `.unique` part rules out a second. Together they also finish surjectivity. Once every bond of `M` is known to lie in `kekule n s`, take any bond of `kekule n s` at an atom `u`. `M` has a bond at `u` too, which also lies in `kekule n s`, so the two bonds coincide and the matchings are equal.
